# Landau–Yang for spin one: a rotationally covariant, Bose-symmetric amplitude linear in each photon polarization vanishes for transverse photons

The amplitude for a spin-one particle at rest to decay into two photons has a physical meaning only for a unit photon direction and polarizations orthogonal to it, so a formal version needs a decision about all other vectors. Here the amplitude is a function on every triple of real vectors, but the symmetry conditions are imposed, and the conclusion is drawn, only on physical triples. Elsewhere the function may take any values.

In the rest frame the photons leave back to back with fixed energies. The first travels along $n$ with polarization $e_1$, the second along $-n$ with polarization $e_2$. The three components of the initial spin state multiply the components of a complex vector $F(n,e_1,e_2)$, and the claim is that $F=0$.

```lean
import Mathlib

open Matrix

namespace LandauYang

noncomputable section
```

## Directions, polarizations and the vector amplitude

Directions and linear polarizations are vectors in $\mathbb R^3$.

```lean
/-- Real vectors in space: photon directions and linear polarizations. -/
abbrev Vec := Fin 3 → ℝ
```

The amplitude takes values in $\mathbb C^3$, one component for each Cartesian state of the decaying particle.

```lean
/-- An amplitude with values in `ℂ³`, depending on a direction and two polarizations. -/
abbrev Amplitude := Vec → Vec → Vec → (Fin 3 → ℂ)
```

Comparing $F$ with the real vector $n$ requires reading a real vector as a complex one.

```lean
/-- A real vector regarded as a complex one. -/
def cvec (v : Vec) : Fin 3 → ℂ := fun i => (v i : ℂ)
```

## What the symmetries demand

A proper rotation $R$ satisfies $R^{\mathsf T}R=1$ and $\det R=1$. Reflections are left out, so no parity is assigned to the decaying state, and the result holds for vector and axial-vector particles alike.

```lean
/-- Proper rotations: orthogonal matrices of determinant one. -/
def IsRotation (R : Matrix (Fin 3) (Fin 3) ℝ) : Prop := Rᵀ * R = 1 ∧ R.det = 1
```

Real photons are transverse: $n\cdot n=1$ and $n\cdot e_1=n\cdot e_2=0$. The polarizations need not have unit length.

```lean
/-- The direction `n` is a unit vector and both polarizations are orthogonal to it. -/
def Transverse (n e₁ e₂ : Vec) : Prop := n ⬝ᵥ n = 1 ∧ n ⬝ᵥ e₁ = 0 ∧ n ⬝ᵥ e₂ = 0
```

Rotational invariance of the interaction means that rotating the final state rotates the amplitude:
$$F(Rn,Re_1,Re_2)=R\,F(n,e_1,e_2).$$
The name `Covariant` refers to rotations only, not to Lorentz transformations. On the right, $R$ acts on $\mathbb C^3$ through its real entries, written `R.map Complex.ofReal`.

```lean
/-- Rotating a transverse configuration rotates the amplitude as a vector. -/
def Covariant (F : Amplitude) : Prop :=
  ∀ R, IsRotation R → ∀ n e₁ e₂, Transverse n e₁ e₂ →
    F (R *ᵥ n) (R *ᵥ e₁) (R *ᵥ e₂) = R.map Complex.ofReal *ᵥ F n e₁ e₂
```

Each photon enters the amplitude linearly. Only part of this is needed, namely
$$F(n,ae_1,be_2)=ab\,F(n,e_1,e_2)\qquad(a,b\in\mathbb R).$$
Real bilinearity implies this condition; additivity is never used.

```lean
/-- On transverse configurations, multiplying the two polarizations by real numbers `a` and `b`
multiplies the amplitude by `a * b`. -/
def Scales (F : Amplitude) : Prop :=
  ∀ n e₁ e₂, Transverse n e₁ e₂ → ∀ a b : ℝ,
    F n (a • e₁) (b • e₂) = ((a * b : ℝ) : ℂ) • F n e₁ e₂
```

Photons are identical bosons, so relabelling them changes nothing. The relabelled first photon travels along $-n$ and carries $e_2$:
$$F(-n,e_2,e_1)=F(n,e_1,e_2).$$
It is easy to swap the polarizations and forget to reverse $n$. The resulting condition, $F(n,e_2,e_1)=F(n,e_1,e_2)$, is satisfied by the nonzero amplitude $(e_1\cdot e_2)\,n$, and the theorem would be false.

```lean
/-- Exchanging the two photons of a transverse configuration leaves the amplitude unchanged. -/
def BoseSymmetric (F : Amplitude) : Prop :=
  ∀ n e₁ e₂, Transverse n e₁ e₂ → F (-n) e₂ e₁ = F n e₁ e₂
```

## Half turns

The argument uses only rotations by $180^\circ$. About an axis $u\neq0$, not necessarily of unit length, such a rotation is
$$H_u=\frac{2}{u\cdot u}\,uu^{\mathsf T}-1.$$

```lean
/-- The rotation by 180 degrees about the axis `u`, for `u` nonzero. -/
def halfTurn (u : Vec) : Matrix (Fin 3) (Fin 3) ℝ :=
  (2 / (u ⬝ᵥ u)) • vecMulVec u u - 1
```

To see that $H_u$ is a proper rotation, put $k=2/(u\cdot u)$ and $P=uu^{\mathsf T}$. Then $H_u$ is symmetric and $P^2=(u\cdot u)P$, so
$$H_u^{\mathsf T}H_u=k^2(u\cdot u)P-2kP+1=1,$$
because $k(u\cdot u)=2$. In three dimensions $\det(kP-1)=k(u\cdot u)-1=1$.

The proof replaces the quotient by `k`, keeps the relation $k(u\cdot u)=2$ as `hk`, and expands the determinant in components. The hypothesis `hu` excludes $u=0$, where Lean's convention for division by zero would turn the matrix into the inversion $-1$.

```lean
/-- The half turn about a nonzero axis is a proper rotation. -/
theorem halfTurn_isRotation (u : Vec) (hu : u ⬝ᵥ u ≠ 0) : IsRotation (halfTurn u) := by
  unfold halfTurn
  have hk : 2 / (u ⬝ᵥ u) * (u ⬝ᵥ u) = 2 := div_mul_cancel₀ _ hu
  generalize 2 / (u ⬝ᵥ u) = k at hk ⊢
  have hT : (vecMulVec u u)ᵀ = vecMulVec u u := by
    ext i j
    simp only [transpose_apply, vecMulVec_apply]
    ring
  have hP : vecMulVec u u * vecMulVec u u = (u ⬝ᵥ u) • vecMulVec u u := by
    ext i j
    simp only [Matrix.mul_apply, vecMulVec_apply, Matrix.smul_apply, smul_eq_mul,
      dotProduct, Fin.sum_univ_three]
    ring
  constructor
  · rw [transpose_sub, transpose_smul, transpose_one, hT]
    have h : (k • vecMulVec u u - 1) * (k • vecMulVec u u - 1)
        = (k * k) • (vecMulVec u u * vecMulVec u u) - (2 * k) • vecMulVec u u + 1 := by
      simp only [sub_mul, mul_sub, smul_mul_assoc, mul_smul_comm, one_mul, mul_one]
      module
    have h2 : k * k * (u ⬝ᵥ u) = 2 * k := by linear_combination k * hk
    rw [h, hP, smul_smul, h2, sub_self, zero_add]
  · have h : (k • vecMulVec u u - 1).det = k * (u ⬝ᵥ u) - 1 := by
      simp [det_fin_three, vecMulVec_apply, dotProduct, Fin.sum_univ_three]
      ring
    rw [h, hk]
    norm_num
```

Applied to a real vector $x$, the definition gives
$$H_ux=\frac{2(u\cdot x)}{u\cdot u}\,u-x.$$
The part along $u$ survives and the perpendicular part changes sign. Lean checks the three components separately.

```lean
/-- A half turn keeps the part of a real vector along the axis and reverses the rest,
for a nonzero axis. -/
theorem halfTurn_mulVec (u x : Vec) :
    halfTurn u *ᵥ x = (2 * (u ⬝ᵥ x) / (u ⬝ᵥ u)) • u - x := by
  ext i
  fin_cases i <;>
    simp [halfTurn, mulVec, dotProduct, Fin.sum_univ_three, vecMulVec_apply,
      Matrix.one_apply] <;> ring
```

The same formula holds for a complex vector $w$, with $u\cdot w=\sum_i u_iw_i$ and no complex conjugation.

```lean
/-- A half turn about a nonzero axis `u` sends a complex vector `w` to
`(2 (u · w) / (u · u)) u - w`, where the products involve no complex conjugation. -/
theorem halfTurn_map_mulVec (u : Vec) (w : Fin 3 → ℂ) :
    (halfTurn u).map Complex.ofReal *ᵥ w
      = (2 * (cvec u ⬝ᵥ w) / ((u ⬝ᵥ u : ℝ) : ℂ)) • cvec u - w := by
  ext i
  fin_cases i <;>
    simp [halfTurn, cvec, mulVec, dotProduct, Fin.sum_univ_three, vecMulVec_apply,
      Matrix.one_apply] <;> ring
```

## The amplitude points along the photon direction

Turn the configuration by $180^\circ$ about $n$. The direction stays fixed and both polarizations reverse, so covariance gives
$$F(n,-e_1,-e_2)=H_nF(n,e_1,e_2).$$
By scaling, the left side is $(-1)(-1)F=F$. Since $n\cdot n=1$, the right side is $2(n\cdot F)n-F$. Hence
$$F=(n\cdot F)\,n.$$

In the proof, `hRn`, `hR1` and `hR2` record the action of the half turn on the three vectors, `hC` supplies covariance, and the final `linear_combination` divides $2F=2(n\cdot F)n$ by two.

```lean
/-- A covariant amplitude that scales with each polarization points along the photon
direction on every transverse configuration. -/
theorem amplitude_longitudinal {F : Amplitude} (hC : Covariant F) (hS : Scales F)
    {n e₁ e₂ : Vec} (ht : Transverse n e₁ e₂) :
    F n e₁ e₂ = (cvec n ⬝ᵥ F n e₁ e₂) • cvec n := by
  obtain ⟨hn, h1, h2⟩ := id ht
  -- the half turn about `n` reverses both polarizations
  have hRn : halfTurn n *ᵥ n = n := by
    rw [halfTurn_mulVec, hn]
    module
  have hR1 : halfTurn n *ᵥ e₁ = (-1 : ℝ) • e₁ := by
    rw [halfTurn_mulVec, h1]
    module
  have hR2 : halfTurn n *ᵥ e₂ = (-1 : ℝ) • e₂ := by
    rw [halfTurn_mulVec, h2]
    module
  have h := hC _ (halfTurn_isRotation n (by rw [hn]; exact one_ne_zero)) n e₁ e₂ ht
  rw [hRn, hR1, hR2, hS n e₁ e₂ ht, halfTurn_map_mulVec, hn] at h
  simp only [Complex.ofReal_mul, Complex.ofReal_neg, Complex.ofReal_one] at h
  linear_combination (norm := module) (1 / 2 : ℂ) • h
```

## Equal lengths: a half turn that exchanges the photons

Suppose $e_1\cdot e_1=e_2\cdot e_2$ and $u=e_1+e_2\neq0$. Transversality gives $u\cdot n=0$, so $H_un=-n$. Equal lengths give
$$2u\cdot e_1=2e_1\cdot e_1+2e_1\cdot e_2=u\cdot u,$$
so $H_ue_1=u-e_1=e_2$. In the same way $H_ue_2=e_1$. This rotation therefore has the same effect on the configuration as exchanging the photons.

Covariance now says
$$F(-n,e_2,e_1)=H_uF(n,e_1,e_2)=\frac{2(u\cdot F)}{u\cdot u}\,u-F=-F(n,e_1,e_2).$$
The term along $u$ vanishes because $F$ is parallel to $n$, which is perpendicular to $u$; this is `h0` in the proof. Bose symmetry makes the left side $+F(n,e_1,e_2)$, so $F=-F$ and $F=0$.

```lean
/-- For transverse polarizations of equal length and nonzero sum, an amplitude that is
covariant, Bose symmetric and scales with each polarization vanishes. -/
theorem amplitude_zero_of_equal_length {F : Amplitude} (hC : Covariant F) (hS : Scales F)
    (hB : BoseSymmetric F) {n e₁ e₂ : Vec} (ht : Transverse n e₁ e₂)
    (hl : e₁ ⬝ᵥ e₁ = e₂ ⬝ᵥ e₂) (hu : (e₁ + e₂) ⬝ᵥ (e₁ + e₂) ≠ 0) :
    F n e₁ e₂ = 0 := by
  obtain ⟨-, h1, h2⟩ := id ht
  have hun : (e₁ + e₂) ⬝ᵥ n = 0 := by
    rw [add_dotProduct, dotProduct_comm e₁ n, dotProduct_comm e₂ n, h1, h2, add_zero]
  -- the half turn about `e₁ + e₂` reverses `n` and swaps the polarizations
  have hRn : halfTurn (e₁ + e₂) *ᵥ n = -n := by
    rw [halfTurn_mulVec, hun]
    simp
  have hR1 : halfTurn (e₁ + e₂) *ᵥ e₁ = e₂ := by
    have h : 2 * ((e₁ + e₂) ⬝ᵥ e₁) / ((e₁ + e₂) ⬝ᵥ (e₁ + e₂)) = 1 := by
      rw [div_eq_one_iff_eq hu]
      simp only [add_dotProduct, dotProduct_add]
      rw [dotProduct_comm e₂ e₁]
      linarith
    rw [halfTurn_mulVec, h]
    module
  have hR2 : halfTurn (e₁ + e₂) *ᵥ e₂ = e₁ := by
    have h : 2 * ((e₁ + e₂) ⬝ᵥ e₂) / ((e₁ + e₂) ⬝ᵥ (e₁ + e₂)) = 1 := by
      rw [div_eq_one_iff_eq hu]
      simp only [add_dotProduct, dotProduct_add]
      rw [dotProduct_comm e₂ e₁]
      linarith
    rw [halfTurn_mulVec, h]
    module
  -- the amplitude lies along `n`, hence is orthogonal to the axis
  have h0 : cvec (e₁ + e₂) ⬝ᵥ F n e₁ e₂ = 0 := by
    have hc : cvec (e₁ + e₂) ⬝ᵥ cvec n = (((e₁ + e₂) ⬝ᵥ n : ℝ) : ℂ) := by
      simp [cvec, dotProduct]
    rw [amplitude_longitudinal hC hS ht, dotProduct_smul, hc, hun, Complex.ofReal_zero,
      smul_zero]
  have h := hC _ (halfTurn_isRotation _ hu) n e₁ e₂ ht
  rw [hRn, hR1, hR2, hB n e₁ e₂ ht, halfTurn_map_mulVec, h0] at h
  linear_combination (norm := module) (1 / 2 : ℂ) • h
```

## Arbitrary transverse polarizations

If one polarization is zero, scaling with factor zero gives $F=0$. Otherwise choose
$$c=\pm\sqrt{\frac{e_1\cdot e_1}{e_2\cdot e_2}},$$
with the sign that makes $c\,(e_1\cdot e_2)\ge0$. Then $ce_2$ is as long as $e_1$, and
$$|e_1+ce_2|^2=2\,e_1\cdot e_1+2c\,(e_1\cdot e_2)>0.$$
The previous result applies to $e_1$ and $ce_2$, so
$$0=F(n,e_1,ce_2)=c\,F(n,e_1,e_2).$$
Since $c\neq0$, the amplitude vanishes. The sign choice also handles opposite polarizations, for which $e_1+e_2=0$ and the original half turn has no axis.

In words, `landau_yang` says that if `F` satisfies `Covariant`, `Scales` and `BoseSymmetric`, then `F n e₁ e₂ = 0` for every triple satisfying `Transverse`. It concerns total angular momentum one; the selection rules for other spins that often go by the same name need other amplitudes.

The step from here to a general photon pair is the passage from linear to circular or entangled polarizations. One expands the two-photon state in products of real transverse vectors and uses complex bilinearity, which is more than `Scales` assumes. With that step, the result forbids the decay of a free $J=1$ positronium level into two real photons, including the ${}^3P_1$ level, for which charge conjugation alone would allow it.

```lean
/-- **Landau-Yang theorem for spin one.** A rotationally covariant, Bose-symmetric vector
amplitude that scales with each polarization vanishes on all transverse two-photon
configurations. -/
theorem landau_yang {F : Amplitude} (hC : Covariant F) (hS : Scales F)
    (hB : BoseSymmetric F) {n e₁ e₂ : Vec} (ht : Transverse n e₁ e₂) :
    F n e₁ e₂ = 0 := by
  rcases eq_or_ne e₁ 0 with rfl | he1
  · simpa using hS n 0 e₂ ht 0 1
  rcases eq_or_ne e₂ 0 with rfl | he2
  · simpa using hS n e₁ 0 ht 1 0
  have pos : ∀ v : Vec, v ≠ 0 → 0 < v ⬝ᵥ v := fun v hv =>
    lt_of_le_of_ne (Finset.sum_nonneg fun i _ => mul_self_nonneg (v i))
      (fun h => hv (dotProduct_self_eq_zero.mp h.symm))
  have ha := pos e₁ he1
  have hb := pos e₂ he2
  -- rescale the second polarization to the length of the first, at an angle of at most 90°
  obtain ⟨c, hc0, hc, hs⟩ : ∃ c : ℝ, c ≠ 0 ∧ c * c * (e₂ ⬝ᵥ e₂) = e₁ ⬝ᵥ e₁ ∧
      0 ≤ c * (e₁ ⬝ᵥ e₂) := by
    have hq := div_pos ha hb
    have ht0 := Real.sqrt_pos.mpr hq
    have hsq : √(e₁ ⬝ᵥ e₁ / e₂ ⬝ᵥ e₂) * √(e₁ ⬝ᵥ e₁ / e₂ ⬝ᵥ e₂) * (e₂ ⬝ᵥ e₂)
        = e₁ ⬝ᵥ e₁ := by
      rw [Real.mul_self_sqrt hq.le, div_mul_cancel₀ _ hb.ne']
    rcases le_total 0 (e₁ ⬝ᵥ e₂) with h | h
    · exact ⟨_, ht0.ne', hsq, mul_nonneg ht0.le h⟩
    · exact ⟨-√(e₁ ⬝ᵥ e₁ / e₂ ⬝ᵥ e₂), neg_ne_zero.mpr ht0.ne',
        by rw [neg_mul_neg]; exact hsq, mul_nonneg_of_nonpos_of_nonpos (by linarith) h⟩
  have hz : F n e₁ (c • e₂) = 0 := by
    apply amplitude_zero_of_equal_length hC hS hB
    · exact ⟨ht.1, ht.2.1, by rw [dotProduct_smul, ht.2.2, smul_zero]⟩
    · simp only [smul_dotProduct, dotProduct_smul, smul_eq_mul]
      linear_combination -hc
    · apply ne_of_gt
      simp only [add_dotProduct, dotProduct_add, smul_dotProduct, dotProduct_smul, smul_eq_mul]
      rw [dotProduct_comm e₂ e₁]
      nlinarith
  have h := hS n e₁ e₂ ht 1 c
  rw [one_smul, one_mul, hz] at h
  exact (smul_eq_zero.mp h.symm).resolve_left (Complex.ofReal_ne_zero.mpr hc0)
```

## Two nonzero amplitudes just beyond the hypotheses

Both examples below are built from scalar products and real vectors. Their covariance rests on $(Rx)\cdot(Ry)=x\cdot y$, which follows from $R^{\mathsf T}R=1$, and on the fact that rotating a real vector and then reading it as complex gives the same result as the reverse order.

```lean
/-- Rotations preserve scalar products and commute with complexification. -/
theorem rotation_compat {R : Matrix (Fin 3) (Fin 3) ℝ} (hR : IsRotation R) (x y : Vec) :
    (R *ᵥ x) ⬝ᵥ (R *ᵥ y) = x ⬝ᵥ y ∧ R.map Complex.ofReal *ᵥ cvec x = cvec (R *ᵥ x) := by
  constructor
  · rw [Matrix.dotProduct_mulVec, ← mulVec_transpose, mulVec_mulVec, hR.1, one_mulVec]
  · ext i
    simp [cvec, mulVec, dotProduct]
```

The first example is $(e_1\cdot e_2)\,n$.

```lean
/-- The amplitude `(e₁ · e₂) n`. -/
def exchangeOdd : Amplitude := fun n e₁ e₂ => cvec ((e₁ ⬝ᵥ e₂) • n)
```

It rotates as a vector and scales correctly, but exchange reverses $n$ and leaves $e_1\cdot e_2$ alone, so the amplitude changes sign. For $n=\hat z$ and $e_1=e_2=\hat x$ it equals $\hat z$. Covariance and scaling therefore do not force the amplitude to vanish without the Bose condition. The proof treats the three properties, the transversality of this configuration and the nonzero value in turn.

```lean
/-- The Bose sign matters: `(e₁ · e₂) n` is covariant, scales with each polarization, changes
sign under exchange, and is nonzero on a transverse configuration. -/
theorem exchangeOdd_allowed :
    Covariant exchangeOdd ∧ Scales exchangeOdd ∧
    (∀ n e₁ e₂, exchangeOdd (-n) e₂ e₁ = -exchangeOdd n e₁ e₂) ∧
    Transverse ![0, 0, 1] ![1, 0, 0] ![1, 0, 0] ∧
    exchangeOdd ![0, 0, 1] ![1, 0, 0] ![1, 0, 0] ≠ 0 := by
  refine ⟨fun R hR n e₁ e₂ _ => ?_, fun n e₁ e₂ _ a b => ?_, fun n e₁ e₂ => ?_, ?_, ?_⟩
  · simp only [exchangeOdd]
    rw [(rotation_compat hR e₁ e₂).1, (rotation_compat hR _ 0).2, mulVec_smul]
  · ext i
    simp only [exchangeOdd, cvec, smul_dotProduct, dotProduct_smul, Pi.smul_apply, smul_eq_mul]
    push_cast
    ring
  · simp only [exchangeOdd, dotProduct_comm e₂ e₁]
    ext i
    simp [cvec]
  · simp [Transverse, dotProduct, Fin.sum_univ_three]
  · intro h
    have h2 := congrFun h 2
    simp [exchangeOdd, cvec, dotProduct, Fin.sum_univ_three] at h2
```

The second example is $(n\cdot e_2)\,e_1-(n\cdot e_1)\,e_2$. Its name, `offShell`, recalls that a virtual photon can have a longitudinal polarization; no virtual mass or propagator appears in it.

```lean
/-- The amplitude `(n · e₂) e₁ - (n · e₁) e₂`. -/
def offShell : Amplitude := fun n e₁ e₂ => cvec ((n ⬝ᵥ e₂) • e₁ - (n ⬝ᵥ e₁) • e₂)
```

Under exchange, the reversal of $n$ and the swap of polarizations each contribute a minus sign, so this amplitude is Bose symmetric. It vanishes when both polarizations are transverse, but for $n=\hat z$, $e_1=\hat x$ and $e_2=\hat z$ it equals $\hat x$. Transversality of just one of the two photons is thus not enough. Here covariance, scaling and exchange symmetry are proved for all vectors, and the last part evaluates the $x$ component.

```lean
/-- Transversality matters: `(n · e₂) e₁ - (n · e₁) e₂` is covariant, scales with each polarization
and is Bose symmetric for all vectors, yet is nonzero at `n = e₂ = (0, 0, 1)`, `e₁ = (1, 0, 0)`,
where the second polarization is longitudinal. -/
theorem offShell_allowed :
    (∀ R, IsRotation R → ∀ n e₁ e₂, offShell (R *ᵥ n) (R *ᵥ e₁) (R *ᵥ e₂)
      = R.map Complex.ofReal *ᵥ offShell n e₁ e₂) ∧
    (∀ n e₁ e₂, ∀ a b : ℝ,
      offShell n (a • e₁) (b • e₂) = ((a * b : ℝ) : ℂ) • offShell n e₁ e₂) ∧
    (∀ n e₁ e₂, offShell (-n) e₂ e₁ = offShell n e₁ e₂) ∧
    offShell ![0, 0, 1] ![1, 0, 0] ![0, 0, 1] ≠ 0 := by
  refine ⟨fun R hR n e₁ e₂ => ?_, fun n e₁ e₂ a b => ?_, fun n e₁ e₂ => ?_, ?_⟩
  · simp only [offShell]
    rw [(rotation_compat hR n e₁).1, (rotation_compat hR n e₂).1,
      (rotation_compat hR _ 0).2, mulVec_sub, mulVec_smul, mulVec_smul]
  · ext i
    simp only [offShell, cvec, dotProduct_smul, Pi.smul_apply, Pi.sub_apply, smul_eq_mul]
    push_cast
    ring
  · simp only [offShell, neg_dotProduct]
    congr 1
    module
  · intro h
    have h0 := congrFun h 0
    simp [offShell, cvec, dotProduct, Fin.sum_univ_three] at h0

end

end LandauYang
```

```lean
#print axioms LandauYang.landau_yang
#print axioms LandauYang.exchangeOdd_allowed
#print axioms LandauYang.offShell_allowed
```

```
'LandauYang.landau_yang' depends on axioms: [propext, Classical.choice, Quot.sound]
'LandauYang.exchangeOdd_allowed' depends on axioms: [propext, Classical.choice, Quot.sound]
'LandauYang.offShell_allowed' depends on axioms: [propext, Classical.choice, Quot.sound]
```
